# In a logarithmic model of strong-field hydrogen, the binding energy approaches (ln B)²/2 in ratio but not in difference

## An estimate that is off by more than a factor of two

Hydrogen in a very strong magnetic field B has a ground state whose binding energy is often estimated as (ln B)²/2, in atomic units. At B = 1000 this gives more than 23 hartree. A simple self-consistency condition that has this estimate as its leading term gives less than 9 hartree at the same field. If the leading term were used as a reference value there, a correct solution of the condition would appear wrong by more than a factor of two.

The condition is an equation for the decay constant κ of the bound state along the field:

κ + 2 ln κ = ln B.

It has one positive root κ(B), and the binding energy is κ(B)²/2. The leading term is the correct limit of this energy in ratio, yet the difference between the two grows without bound.

## Where the equation comes from

The unit of B is the field at which the magnetic length equals the Bohr radius, so the magnetic length is 1/√B. In a strong field the electron's transverse motion is frozen in the lowest Landau level. What remains is motion along the field coordinate z in the Coulomb attraction −1/|z|, smoothed at distances below 1/√B. The binding energy is counted from the edge of the Landau level.

Outside a short-range well V(z) the bound state decays as exp(−κ|z|), with energy −κ²/2. If the wave function ψ is nearly constant across the well, integrating the Schrödinger equation ψ″ = 2(V − E)ψ over the well, and neglecting the small E term, gives

−2κ ψ(0) = 2 ψ(0) ∫ V dz,

so κ = ∫ |V| dz. To leading order, a weakly bound state has a decay constant equal to the integrated strength of its well.

The Coulomb well has a long tail, and its integral diverges logarithmically at both ends. The magnetic length cuts it off at small |z| and the size 1/κ of the state cuts it off at large |z|. The strength therefore depends on κ, which makes the condition self-consistent.

## What is proved

For B > 0 and κ > 0, the strength of the cut-off well is ln B − 2 ln κ. For every real L, the equation κ + 2 ln κ = L has exactly one positive root; L = ln B defines κ(B). A positive κ equals the strength of its own well exactly when κ = κ(B). As B → ∞,

κ(B)/ln B → 1,

κ(B) − ln B + 2 ln ln B → 0,

the ratio of κ(B)²/2 to (ln B)²/2 tends to 1, and (ln B)²/2 − κ(B)²/2 → ∞. At B = 1000, κ²/2 < 9 and (ln B)²/2 > 23.

## Derivation

**The strength.** The two sides of the well contribute equally:

2 ∫ dz/z from 1/√B to 1/κ = 2[ln(1/κ) − ln(1/√B)] = ln B − 2 ln κ.

**One root.** Let f(x) = x + 2 ln x. At a = exp(−|L| − 1), which is at most 1,

f(a) = a − 2|L| − 2 ≤ −2|L| − 1 < L.

At b = |L| + 1, which is at least 1, the logarithm is non-negative and f(b) ≥ |L| + 1 > L. Since f is continuous on [a, b], it takes the value L there. Both terms of f increase strictly, so there is no second root.

**Growth of κ.** From ln κ ≤ κ − 1,

ln B = κ + 2 ln κ ≤ 3κ − 2 < 3κ.

Thus κ(B) > (ln B)/3, and κ(B) → ∞.

**Two terms of the asymptote.** Dividing the equation by κ gives

ln B/κ = 1 + 2 (ln κ)/κ → 1,

and the reciprocal also tends to 1. For B > 1, where ln B is positive, κ − ln B = −2 ln κ, and hence

κ − ln B + 2 ln ln B = −2 ln(κ/ln B) → −2 ln 1 = 0.

**The energy.** Squaring the first limit gives the ratio. For the difference, substitute ln B = κ + 2 ln κ:

(ln B)²/2 − κ²/2 = 2 ln κ (κ + ln κ).

Once κ ≥ e, the logarithm is at least 1 and the right side exceeds κ, which grows without bound.

**The field B = 1000.** Since 1000 ≤ 2¹⁰, ln 1000 ≤ 10 ln 2. If κ were at least 4.2, then ln κ ≥ ln 4 = 2 ln 2, and the equation would give

4.2 + 4 ln 2 ≤ 10 ln 2.

This requires 4.2 ≤ 6 ln 2 ≈ 4.159, which is false. So κ < 4.2 and κ²/2 < 8.82. In the other direction, 2⁴⁹ ≤ 1000⁵ gives ln 1000 ≥ 9.8 ln 2 > 6.79, and 6.79²/2 > 23.

## Solving for κ at B = 1000

Here ln B ≈ 6.908. Start Newton's method at κ = 4, where f(4) = 4 + 2 ln 4 ≈ 6.773 and f′(4) = 1 + 2/4 = 1.5. The correction is 0.135/1.5 ≈ 0.090, and a second step gives κ ≈ 4.09. The energies are then

κ²/2 ≈ 8.37 and (ln B)²/2 ≈ 23.86.

Keeping the second term reduces the error but overcorrects: ln B − 2 ln ln B ≈ 3.04 gives an energy of about 4.63, which is too low by almost half. At this field it is better to solve the equation than to expand its root.

## The Lean file

```lean
import Mathlib

open Filter Topology

namespace StrongFieldHydrogen

noncomputable section

/-- Integrated strength of the Coulomb well `1/|z|` along the field, cut off at the magnetic length
`1/√B` and at the size `1/κ` of the bound state (atomic units, `B > 0`, `κ > 0`). It is a signed
integral, negative when `κ > √B`, where the cut-offs leave no well. -/
def wellStrength (B κ : ℝ) : ℝ := 2 * ∫ z in (1 / √B)..(1 / κ), 1 / z

/-- For `B > 0` and `κ > 0` the strength of the cut-off Coulomb well is `ln B - 2 ln κ`. -/
theorem wellStrength_eq {B κ : ℝ} (hB : 0 < B) (hκ : 0 < κ) :
    wellStrength B κ = Real.log B - 2 * Real.log κ := by
  have hs : 0 < √B := Real.sqrt_pos.2 hB
  have h1 : 0 < 1 / √B := one_div_pos.2 hs
  have h2 : 0 < 1 / κ := one_div_pos.2 hκ
  unfold wellStrength
  rw [integral_one_div_of_pos h1 h2, Real.log_div h2.ne' h1.ne']
  simp only [one_div, Real.log_inv]
  rw [Real.log_sqrt hB.le]
  ring

/-- For every real `L` the equation `κ + 2 ln κ = L` has exactly one positive root. -/
theorem existsUnique_root (L : ℝ) : ∃! κ : ℝ, 0 < κ ∧ κ + 2 * Real.log κ = L := by
  have hL := abs_nonneg L
  have hL1 := le_abs_self L
  have hL2 := neg_abs_le L
  -- the left side is below `L` at a small argument and above `L` at a large one
  have ha : 0 < Real.exp (-(|L| + 1)) := Real.exp_pos _
  have ha1 : Real.exp (-(|L| + 1)) ≤ 1 := Real.exp_le_one_iff.2 (by linarith)
  have hlo : Real.exp (-(|L| + 1)) + 2 * Real.log (Real.exp (-(|L| + 1))) ≤ L := by
    rw [Real.log_exp]
    linarith
  have hhi : L ≤ (|L| + 1) + 2 * Real.log (|L| + 1) := by
    have := Real.log_nonneg (show (1 : ℝ) ≤ |L| + 1 by linarith)
    linarith
  have hcont : ContinuousOn (fun x : ℝ => x + 2 * Real.log x)
      (Set.Icc (Real.exp (-(|L| + 1))) (|L| + 1)) := by
    intro x hx
    have hx0 : x ≠ 0 := (lt_of_lt_of_le ha hx.1).ne'
    exact ContinuousAt.continuousWithinAt (by fun_prop (disch := assumption))
  obtain ⟨κ, hκ, he⟩ := intermediate_value_Icc (by linarith) hcont ⟨hlo, hhi⟩
  have hp : 0 < κ := lt_of_lt_of_le ha hκ.1
  have he' : κ + 2 * Real.log κ = L := he
  refine ⟨κ, ⟨hp, he'⟩, ?_⟩
  -- strict monotonicity excludes a second root
  rintro y ⟨hy, hye⟩
  rcases lt_trichotomy y κ with h | h | h
  · linarith [Real.log_lt_log hy h]
  · exact h
  · linarith [Real.log_lt_log hp h]

/-- The decay constant `κ(B)` of the bound state in a field `B > 0`: the positive root of
`κ + 2 ln κ = ln B`. -/
def kappa (B : ℝ) : ℝ := (existsUnique_root (Real.log B)).exists.choose

/-- The binding energy `κ(B)²/2` in atomic units, for a field `B > 0`. -/
def bindingEnergy (B : ℝ) : ℝ := kappa B ^ 2 / 2

/-- The decay constant is positive and satisfies `κ + 2 ln κ = ln B`. -/
theorem kappa_spec (B : ℝ) :
    0 < kappa B ∧ kappa B + 2 * Real.log (kappa B) = Real.log B :=
  (existsUnique_root (Real.log B)).exists.choose_spec

/-- In a field `B > 0`, a positive decay constant equals the strength of the Coulomb well that it
cuts off itself exactly when it is `κ(B)`. -/
theorem selfConsistent_iff {B κ : ℝ} (hB : 0 < B) (hκ : 0 < κ) :
    κ = wellStrength B κ ↔ κ = kappa B := by
  rw [wellStrength_eq hB hκ]
  constructor
  · intro h
    exact (existsUnique_root (Real.log B)).unique ⟨hκ, by linarith⟩ (kappa_spec B)
  · intro h
    have he := (kappa_spec B).2
    rw [← h] at he
    linarith

/-- The decay constant grows without bound as the field grows. -/
theorem tendsto_kappa : Tendsto kappa atTop atTop := by
  have h : Tendsto (fun B : ℝ => Real.log B / 3) atTop atTop :=
    Real.tendsto_log_atTop.atTop_div_const (by norm_num)
  refine tendsto_atTop_mono (fun B => ?_) h
  -- `ln κ ≤ κ - 1` gives `ln B ≤ 3 κ`
  obtain ⟨hp, he⟩ := kappa_spec B
  linarith [Real.log_le_sub_one_of_pos hp]

/-- Leading asymptote: `κ(B) / ln B → 1` as `B → ∞`. -/
theorem kappa_div_log : Tendsto (fun B => kappa B / Real.log B) atTop (𝓝 1) := by
  have h1 : Tendsto (fun B => Real.log (kappa B) / kappa B) atTop (𝓝 0) :=
    Real.isLittleO_log_id_atTop.tendsto_div_nhds_zero.comp tendsto_kappa
  have h2 : Tendsto (fun B => (1 + 2 * (Real.log (kappa B) / kappa B))⁻¹) atTop
      (𝓝 (1 + 2 * 0)⁻¹) :=
    ((h1.const_mul 2).const_add 1).inv₀ (by norm_num)
  rw [mul_zero, add_zero, inv_one] at h2
  refine h2.congr fun B => ?_
  obtain ⟨hp, he⟩ := kappa_spec B
  have h3 : 1 + 2 * (Real.log (kappa B) / kappa B) = Real.log B / kappa B := by
    rw [← he]
    field_simp
  rw [h3, inv_div]

/-- Second term of the asymptote: `κ(B) - ln B + 2 ln ln B → 0` as `B → ∞`. -/
theorem kappa_sub_log : Tendsto
    (fun B => kappa B - Real.log B + 2 * Real.log (Real.log B)) atTop (𝓝 0) := by
  have h : Tendsto (fun B => -2 * Real.log (kappa B / Real.log B)) atTop
      (𝓝 (-2 * Real.log 1)) :=
    (kappa_div_log.log one_ne_zero).const_mul (-2)
  rw [Real.log_one, mul_zero] at h
  refine h.congr' ?_
  filter_upwards [eventually_gt_atTop (1 : ℝ)] with B hB
  obtain ⟨hp, he⟩ := kappa_spec B
  rw [Real.log_div hp.ne' (Real.log_pos hB).ne']
  linarith

/-- As `B → ∞` the ratio of the binding energy to `(ln B)²/2` tends to one, while `(ln B)²/2`
exceeds the binding energy by an amount that grows without bound. -/
theorem energy_asymptote :
    Tendsto (fun B => bindingEnergy B / (Real.log B ^ 2 / 2)) atTop (𝓝 1) ∧
    Tendsto (fun B => Real.log B ^ 2 / 2 - bindingEnergy B) atTop atTop := by
  constructor
  · have h := kappa_div_log.pow 2
    rw [one_pow] at h
    refine h.congr fun B => ?_
    unfold bindingEnergy
    ring
  · refine tendsto_atTop_mono' atTop ?_ tendsto_kappa
    -- once `ln κ ≥ 1`, the excess `2 ln κ (κ + ln κ)` is larger than `κ`
    filter_upwards [tendsto_kappa.eventually_ge_atTop (Real.exp 1)] with B hB
    obtain ⟨hp, he⟩ := kappa_spec B
    have hl : 1 ≤ Real.log (kappa B) := (Real.le_log_iff_exp_le hp).2 hB
    unfold bindingEnergy
    rw [← he]
    nlinarith [mul_nonneg (sub_nonneg.2 hl) hp.le, sq_nonneg (Real.log (kappa B))]

/-- At `B = 1000` atomic units the binding energy `κ²/2` is below 9, while the leading
asymptote `(ln B)²/2` exceeds 23. -/
theorem energy_at_thousand :
    bindingEnergy 1000 < 9 ∧ 23 < Real.log 1000 ^ 2 / 2 := by
  have l1 := Real.log_two_gt_d9
  have l2 := Real.log_two_lt_d9
  constructor
  · obtain ⟨hp, he⟩ := kappa_spec 1000
    -- `1000 ≤ 2 ^ 10` bounds the logarithm from above
    have hu := Real.log_le_log (by norm_num : (0 : ℝ) < 1000)
      (by norm_num : (1000 : ℝ) ≤ 2 ^ 10)
    rw [Real.log_pow] at hu
    push_cast at hu
    have hk : kappa 1000 < 4.2 := by
      by_contra hn
      have hge : 4.2 ≤ kappa 1000 := not_lt.1 hn
      have h4 := Real.log_le_log (by norm_num : (0 : ℝ) < 2 ^ 2)
        (show (2 : ℝ) ^ 2 ≤ kappa 1000 by norm_num at hge ⊢; linarith)
      rw [Real.log_pow] at h4
      push_cast at h4
      norm_num at hge l2
      linarith
    unfold bindingEnergy
    norm_num at hk
    nlinarith
  · -- `2 ^ 49 ≤ 1000 ^ 5` bounds the logarithm from below
    have h := Real.log_le_log (by norm_num : (0 : ℝ) < 2 ^ 49)
      (by norm_num : (2 : ℝ) ^ 49 ≤ 1000 ^ 5)
    rw [Real.log_pow, Real.log_pow] at h
    push_cast at h
    have hl : (679 / 100 : ℝ) < Real.log 1000 := by
      norm_num at l1
      linarith
    nlinarith

end

end StrongFieldHydrogen
```

```lean
#print axioms StrongFieldHydrogen.selfConsistent_iff
-- 'StrongFieldHydrogen.selfConsistent_iff' depends on axioms: [propext, Classical.choice, Quot.sound]
#print axioms StrongFieldHydrogen.kappa_sub_log
-- 'StrongFieldHydrogen.kappa_sub_log' depends on axioms: [propext, Classical.choice, Quot.sound]
#print axioms StrongFieldHydrogen.energy_asymptote
-- 'StrongFieldHydrogen.energy_asymptote' depends on axioms: [propext, Classical.choice, Quot.sound]
#print axioms StrongFieldHydrogen.energy_at_thousand
-- 'StrongFieldHydrogen.energy_at_thousand' depends on axioms: [propext, Classical.choice, Quot.sound]
```

## Reading the definitions

`wellStrength B κ` is twice an interval integral of `1 / z`, so the logarithm is computed and not put in by definition. Its limits are in the physical order when 1/√B < 1/κ. At the self-consistent root this is automatic, because the strength equals κ and is positive.

`kappa B` is the root chosen from `existsUnique_root` with `L` equal to `Real.log B`, and `bindingEnergy B` is half its square. Both are defined for every real `B`, because Lean's logarithm is; the model is meant for the atom only when B is much larger than 1. In the limits, `atTop` stands for B → ∞ and `𝓝 1` for convergence to 1.

The statement `selfConsistent_iff` links the root to the well: its hypotheses are B > 0 and κ > 0, and the condition κ = `wellStrength B κ` stands for the weak-binding rule derived above. That rule is the step from the model to the atom. No Schrödinger equation appears in the file, and its theorems do not bound the error made by treating the wave function as constant out to 1/κ.

The sharp cut-offs also matter. If they were a/√B and b/κ with fixed positive numbers a and b, the strength would gain the constant 2 ln(b/a). The limit of κ/ln B would stay 1, but κ − ln B + 2 ln ln B would tend to 2 ln(b/a) instead of 0. The zero in the second limit therefore belongs to this choice of cut-offs, and so does the value of κ at B = 1000. The model further assumes a fixed nucleus and a non-relativistic electron, and it treats only the ground state.

For electronic-structure calculations in strong fields, the result is a caution about extrapolating with (ln B)²/2, drawn from a one-electron, one-dimensional model of logarithmic accuracy.

## The proof in Lean

`wellStrength_eq` evaluates the integral with `integral_one_div_of_pos`, which needs both limits positive. The logarithm rules for quotients, inverses and square roots then give ln B − 2 ln κ.

`existsUnique_root` uses the endpoints a and b of the derivation. The inequalities `hlo` and `hhi` say that f lies on the two sides of `L`, `hcont` supplies continuity away from zero, and `intermediate_value_Icc` produces the root. For uniqueness, `lt_trichotomy` compares a second root `y` with `κ`. If they differ, `Real.log_lt_log` orders their logarithms the same way, and the two equations contradict each other.

`kappa_spec` records that the chosen root is positive and solves the equation; the later proofs start from it. In `selfConsistent_iff`, the forward direction rearranges κ = ln B − 2 ln κ and applies uniqueness, while the reverse direction substitutes κ(B) into its equation.

`tendsto_kappa` compares κ(B) with (ln B)/3, using the inequality ln κ ≤ κ − 1, which is Mathlib's `Real.log_le_sub_one_of_pos`.

`kappa_div_log` takes (ln x)/x → 0 from `Real.isLittleO_log_id_atTop` and composes it with κ(B) → ∞. The limit of the inverse of 1 + 2 (ln κ)/κ follows, and the equation for κ identifies that inverse with κ/ln B.

`kappa_sub_log` applies the continuous logarithm to this limit. The identity with −2 ln(κ/ln B) is used only for B > 1, which `filter_upwards` allows because a limit at infinity depends only on large B.

In `energy_asymptote`, the first part squares `kappa_div_log`. The second part restricts to fields with κ(B) ≥ e and shows that the energy difference is at least κ(B). There `nlinarith` receives (ln κ − 1)κ ≥ 0 and (ln κ)² ≥ 0, which together with κ > 0 suffice for 2 ln κ (κ + ln κ) ≥ κ.

`energy_at_thousand` takes nine-digit bounds on ln 2 from Mathlib. The comparison with 2¹⁰ and the assumption κ ≥ 4.2 lead to the contradiction above, and the comparison of 2⁴⁹ with 1000⁵ gives the lower bound 6.79 on ln 1000. Squaring these bounds yields 9 and 23.
